# Masses Enter the Long-Wave Sound Speed of a Harmonic Chain with a Repeated Isotope Pattern Only Through Their Mean

The sound speed is defined here along a branch of vibrations: to each small non-zero wavenumber $q$ a function assigns a squared frequency $x(q)=\omega^2$, with $x(q)\to0$ as $q\to0$, and the squared sound speed is the limit of $x(q)/q^2$. The branch is a hypothesis. The theorem says what its limit must be, and the existence of a branch is proved only for equal masses.

The chain is classical and one-dimensional, with equal nearest-neighbour springs $K$, site spacing $a$, and $p$ masses $m_0,\dots,m_{p-1}$ repeated periodically. Isotopes change the masses and leave the springs alone.

```lean
import Mathlib

open Matrix Filter Topology

namespace IsotopicChainSound

noncomputable section
```

## From Newton's equation to a cell matrix

Let mass $m_n$ have displacement $u_{n+1}$. At squared frequency $x$, Newton's equation is
$$-m_n x\,u_{n+1}=K(u_{n+2}-2u_{n+1}+u_n).$$
Solving for $u_{n+2}$ gives
$$\begin{pmatrix}u_{n+2}\\u_{n+1}\end{pmatrix}=S_n(x)\begin{pmatrix}u_{n+1}\\u_n\end{pmatrix},\qquad S_n(x)=\begin{pmatrix}2-m_nx/K&-1\\1&0\end{pmatrix}.$$

```lean
/-- Transfer matrix of one site of mass `μ` at squared frequency `x`, with spring constant `K`. -/
def siteMatrix (K μ x : ℝ) : Matrix (Fin 2) (Fin 2) ℝ :=
  !![2 - μ * x / K, -1; 1, 0]
```

The product over the first $n$ sites obeys $T_0=1$ and $T_{n+1}=S_nT_n$, so later sites stand on the left. The matrix of the whole cell is $T_p(x)$.

```lean
/-- Ordered product of the transfer matrices of the first `n` sites. -/
def cellMatrix (K : ℝ) (m : ℕ → ℝ) (x : ℝ) : ℕ → Matrix (Fin 2) (Fin 2) ℝ
  | 0 => 1
  | n + 1 => siteMatrix K (m n) x * cellMatrix K m x n
```

The derivatives of its entries will involve the position-weighted sums $M_k(n)=\sum_{j<n}j^k m_j$.

```lean
/-- The `k`-th moment of the mass distribution over the first `n` sites. -/
def massMoment (m : ℕ → ℝ) (k n : ℕ) : ℝ := ∑ j ∈ Finset.range n, (j : ℝ) ^ k * m j
```

The masses enter the sound speed only through their mean $\bar m=M_0(p)/p$.

```lean
/-- Mean mass of the `p` atoms in the cell. -/
def meanMass (m : ℕ → ℝ) (p : ℕ) : ℝ := (∑ j ∈ Finset.range p, m j) / p
```

A Bloch mode is a non-zero complex pattern that obeys Newton's equation at the $p$ sites and gains a real phase $\theta$ across the cell: $u_p=e^{i\theta}u_0$ and $u_{p+1}=e^{i\theta}u_1$. In `IsBlochMode`, only the values $u_0,\dots,u_{p+1}$ are constrained. The field `nonzero` excludes the chain at rest, which would satisfy the other conditions at every frequency.

```lean
/-- A non-zero displacement pattern `u` that obeys Newton's equations at squared frequency `x`
for the `p` atoms of a cell (mass `m n` has displacement `u (n + 1)`) and gains the phase `θ`
across the cell. -/
structure IsBlochMode (K : ℝ) (m : ℕ → ℝ) (p : ℕ) (θ x : ℝ) (u : ℕ → ℂ) : Prop where
  motion : ∀ n < p, -((m n * x : ℝ) : ℂ) * u (n + 1) =
    (K : ℂ) * (u (n + 2) - 2 * u (n + 1) + u n)
  bloch_zero : u p = Complex.exp (θ * Complex.I) * u 0
  bloch_one : u (p + 1) = Complex.exp (θ * Complex.I) * u 1
  nonzero : u 0 ≠ 0 ∨ u 1 ≠ 0
```

## The trace to first order in the squared frequency

Write $T_n=\begin{pmatrix}A_n&B_n\\C_n&D_n\end{pmatrix}$. The top row of the recursion reads
$$A_{n+1}=(2-m_nx/K)A_n-C_n,\qquad B_{n+1}=(2-m_nx/K)B_n-D_n.$$

```lean
variable {K : ℝ} {m : ℕ → ℝ}

lemma cell_succ_top (x : ℝ) (n : ℕ) (j : Fin 2) : cellMatrix K m x (n + 1) 0 j =
    (2 - m n * x / K) * cellMatrix K m x n 0 j - cellMatrix K m x n 1 j := by
  rw [cellMatrix, Matrix.mul_apply, Fin.sum_univ_two]
  change (2 - m n * x / K) * _ + (-1) * _ = _
  ring
```

The bottom row copies the old top row: $C_{n+1}=A_n$ and $D_{n+1}=B_n$.

```lean
lemma cell_succ_bot (x : ℝ) (n : ℕ) (j : Fin 2) :
    cellMatrix K m x (n + 1) 1 j = cellMatrix K m x n 0 j := by
  rw [cellMatrix, Matrix.mul_apply, Fin.sum_univ_two]
  change 1 * _ + 0 * _ = _
  ring
```

At $x=0$ the masses drop out, and induction gives
$$T_n(0)=\begin{pmatrix}n+1&-n\\n&1-n\end{pmatrix}.$$
For instance, the new upper left entry is $2(n+1)-n=n+2$.

```lean
/-- At zero frequency the cell matrix depends only on the number of sites. -/
theorem cell_at_zero (n : ℕ) :
    cellMatrix K m 0 n = !![(n : ℝ) + 1, -(n : ℝ); (n : ℝ), 1 - (n : ℝ)] := by
  induction n with
  | zero => ext i j; fin_cases i <;> fin_cases j <;> simp [cellMatrix]
  | succ n ih =>
    rw [cellMatrix, ih]
    ext i j
    fin_cases i <;> fin_cases j <;>
      simp [siteMatrix, Matrix.mul_apply, Fin.sum_univ_two] <;> ring
```

Differentiating the top row at $x=0$ with the product rule gives
$$A'_{n+1}=2A'_n-\frac{m_n}{K}A_n(0)-C'_n,$$
and likewise for $B'_{n+1}$, with $B_n$ and $D_n$ in place of $A_n$ and $C_n$.

```lean
lemma hasDerivAt_top {n : ℕ} {j : Fin 2} {f g : ℝ}
    (hf : HasDerivAt (fun x => cellMatrix K m x n 0 j) f 0)
    (hg : HasDerivAt (fun x => cellMatrix K m x n 1 j) g 0) :
    HasDerivAt (fun x => cellMatrix K m x (n + 1) 0 j)
      (2 * f - m n / K * cellMatrix K m 0 n 0 j - g) 0 := by
  have hc : HasDerivAt (fun x : ℝ => 2 - m n * x / K) (-(m n / K)) 0 := by
    have e : (fun x : ℝ => 2 - m n * x / K) = fun x => 2 - m n / K * x := by
      funext x; ring
    rw [e]
    exact (((hasDerivAt_id' (0 : ℝ)).const_mul (m n / K)).const_sub 2).congr_deriv (by ring)
  simp only [cell_succ_top]
  exact ((hc.fun_mul hf).fun_sub hg).congr_deriv (by ring)
```

With $M_k=M_k(n)$, the solution is
$$\begin{aligned}A'_n&=-\frac{nM_0+(n-1)M_1-M_2}{K},& B'_n&=\frac{nM_1-M_2}{K},\\ C'_n&=-\frac{(n-1)M_0+(n-2)M_1-M_2}{K},& D'_n&=\frac{(n-1)M_1-M_2}{K}.\end{aligned}$$
All four vanish at $n=0$. For the step in $A'$, the recursion gives
$$-K A'_{n+1}=(n+1)M_0+nM_1-M_2+(n+1)m_n.$$
This is the claimed formula at $n+1$, because adding site $n$ changes $M_k$ by $n^km_n$ and $(n+1)+n\cdot n-n^2=n+1$. The step in $B'$ works the same way, and the bottom row is copied. In the Lean induction, `s` records the change in the moments and `ring` does the algebra.

```lean
/-- The first-order response of each entry of the cell matrix to the squared frequency, in terms
of the moments of the mass distribution. -/
theorem cell_entries_deriv (n : ℕ) :
    HasDerivAt (fun x => cellMatrix K m x n 0 0)
      (-(n * massMoment m 0 n + (n - 1) * massMoment m 1 n - massMoment m 2 n) / K) 0 ∧
    HasDerivAt (fun x => cellMatrix K m x n 0 1)
      ((n * massMoment m 1 n - massMoment m 2 n) / K) 0 ∧
    HasDerivAt (fun x => cellMatrix K m x n 1 0)
      (-((n - 1) * massMoment m 0 n + (n - 2) * massMoment m 1 n - massMoment m 2 n) / K) 0 ∧
    HasDerivAt (fun x => cellMatrix K m x n 1 1)
      (((n - 1) * massMoment m 1 n - massMoment m 2 n) / K) 0 := by
  induction n with
  | zero => simp [cellMatrix, massMoment, hasDerivAt_const]
  | succ n ih =>
    obtain ⟨hA, hB, hC, hD⟩ := ih
    have s : ∀ k, massMoment m k (n + 1) = massMoment m k n + (n : ℝ) ^ k * m n :=
      fun k => Finset.sum_range_succ _ _
    have v0 : cellMatrix K m 0 n 0 0 = (n : ℝ) + 1 := by simp [cell_at_zero]
    have v1 : cellMatrix K m 0 n 0 1 = -(n : ℝ) := by simp [cell_at_zero]
    refine ⟨(hasDerivAt_top hA hC).congr_deriv ?_, (hasDerivAt_top hB hD).congr_deriv ?_, ?_, ?_⟩
    · simp only [s, v0]; push_cast; ring
    · simp only [s, v1]; push_cast; ring
    · simp only [cell_succ_bot]
      exact hA.congr_deriv (by simp only [s]; push_cast; ring)
    · simp only [cell_succ_bot]
      exact hB.congr_deriv (by simp only [s]; push_cast; ring)
```

Individual entries can therefore depend on where the masses sit: for two sites, $B'_2=m_1/K$. In $A'_p+D'_p$ the terms in $M_1$ and $M_2$ cancel, leaving
$$\operatorname{tr}T_p(0)=2,\qquad \left.\frac{d}{dx}\operatorname{tr}T_p\right|_{x=0}=-\frac{p}{K}\sum_{j<p}m_j.$$

```lean
/-- The trace of the cell matrix is 2 at zero frequency, and its slope in the squared frequency
there is minus the number of sites times the total mass over the spring constant. -/
theorem trace_value_and_slope (K : ℝ) (m : ℕ → ℝ) (p : ℕ) :
    (cellMatrix K m 0 p).trace = 2 ∧
    HasDerivAt (fun x => (cellMatrix K m x p).trace)
      (-(p * ∑ j ∈ Finset.range p, m j) / K) 0 := by
  constructor
  · rw [cell_at_zero, Matrix.trace_fin_two]
    change ((p : ℝ) + 1) + (1 - (p : ℝ)) = 2
    ring
  · obtain ⟨hA, -, -, hD⟩ := cell_entries_deriv (K := K) (m := m) p
    have s0 : massMoment m 0 p = ∑ j ∈ Finset.range p, m j := by simp [massMoment]
    simp only [Matrix.trace_fin_two]
    -- the first and second moments cancel between the diagonal entries
    exact (hA.fun_add hD).congr_deriv (by rw [← s0]; ring)
```

## The dispersion relation

Each $S_n$ has determinant $0-(-1)=1$, hence so does $T_n$.

```lean
lemma cell_det (x : ℝ) (n : ℕ) : (cellMatrix K m x n).det = 1 := by
  induction n with
  | zero => simp [cellMatrix]
  | succ n ih => rw [cellMatrix, Matrix.det_mul, ih]; simp [siteMatrix, Matrix.det_fin_two]
```

Repeated use of Newton's equation carries the first two displacements through the cell:
$$\begin{pmatrix}u_{n+1}\\u_n\end{pmatrix}=T_n(x)\begin{pmatrix}u_1\\u_0\end{pmatrix},\qquad n\le p.$$
In the induction step, `e2` is Newton's equation solved for the next displacement, which needs $K\ne0$.

```lean
/-- The cell matrix carries the first two displacements of a Bloch mode to each later pair
in the cell. -/
theorem propagation {p : ℕ} {θ x : ℝ} {u : ℕ → ℂ} (hK : K ≠ 0)
    (h : IsBlochMode K m p θ x u) (n : ℕ) (hn : n ≤ p) :
    u (n + 1) = (cellMatrix K m x n 0 0 : ℂ) * u 1 + (cellMatrix K m x n 0 1 : ℂ) * u 0 ∧
    u n = (cellMatrix K m x n 1 0 : ℂ) * u 1 + (cellMatrix K m x n 1 1 : ℂ) * u 0 := by
  induction n with
  | zero => simp [cellMatrix]
  | succ n ih =>
    obtain ⟨h1, h0⟩ := ih (by omega)
    have hKc : (K : ℂ) ≠ 0 := by exact_mod_cast hK
    have e : -((m n * x : ℝ) : ℂ) * u (n + 1) =
      (K : ℂ) * (u (n + 1 + 1) - 2 * u (n + 1) + u n) := h.motion n (by omega)
    push_cast at e
    have hc : (K : ℂ) * ((m n : ℂ) * x / K) = m n * x := by field_simp
    have e2 : u (n + 1 + 1) = (2 - (m n : ℂ) * x / K) * u (n + 1) - u n := by
      apply mul_left_cancel₀ hKc
      linear_combination -e + u (n + 1) * hc
    constructor
    · rw [cell_succ_top, cell_succ_top]
      push_cast
      linear_combination e2 + (2 - (m n : ℂ) * x / K) * h1 - h0
    · rw [cell_succ_bot, cell_succ_bot]
      exact h1
```

Put $z=e^{i\theta}$, whose inverse is $e^{-i\theta}$.

```lean
lemma exp_phase_mul (θ : ℝ) :
    Complex.exp (θ * Complex.I) * Complex.exp (-θ * Complex.I) = 1 := by
  rw [← Complex.exp_add]; simp
```

At $n=p$ the Bloch conditions turn propagation into $T_pv=zv$ with $v=(u_1,u_0)^{\mathsf T}\neq0$. So $z$ is a root of the characteristic polynomial, and $\det T_p=1$ gives
$$z^2-(\operatorname{tr}T_p)\,z+1=0,\qquad \operatorname{tr}T_p=z+z^{-1}=2\cos\theta.$$
Lean proves the quadratic as `hchar`, by eliminating one displacement and cancelling whichever of $u_0,u_1$ is non-zero.

```lean
/-- Dispersion relation: for a Bloch mode the trace of the cell matrix is twice the cosine
of the phase gained across the cell. -/
theorem dispersion_relation {p : ℕ} {θ x : ℝ} {u : ℕ → ℂ} (hK : K ≠ 0)
    (h : IsBlochMode K m p θ x u) : (cellMatrix K m x p).trace = 2 * Real.cos θ := by
  obtain ⟨b1, b0⟩ := propagation hK h p le_rfl
  rw [h.bloch_one] at b1
  rw [h.bloch_zero] at b0
  have hd := cell_det (K := K) (m := m) x p
  rw [Matrix.det_fin_two] at hd
  have hdc := congrArg (fun r : ℝ => (r : ℂ)) hd
  push_cast at hdc
  have hzw := exp_phase_mul θ
  rw [Matrix.trace_fin_two]
  apply Complex.ofReal_injective
  push_cast
  rw [Complex.cos]
  generalize Complex.exp (θ * Complex.I) = z at *
  generalize Complex.exp (-θ * Complex.I) = w at *
  generalize (cellMatrix K m x p 0 0 : ℂ) = A at *
  generalize (cellMatrix K m x p 0 1 : ℂ) = B at *
  generalize (cellMatrix K m x p 1 0 : ℂ) = C at *
  generalize (cellMatrix K m x p 1 1 : ℂ) = D at *
  -- the Bloch factor is a root of the characteristic polynomial
  have hchar : z ^ 2 - (A + D) * z + 1 = 0 := by
    rcases h.nonzero with h0 | h1
    · apply (mul_eq_zero.1 ?_).resolve_right h0
      linear_combination (z - A) * b0 + C * b1 - u 0 * hdc
    · apply (mul_eq_zero.1 ?_).resolve_right h1
      linear_combination (z - D) * b1 + B * b0 - u 1 * hdc
  linear_combination -w * hchar + (z - (A + D)) * hzw
```

## The sound speed

Let $f(x)=\operatorname{tr}T_p(x)$ and write $f(x)-2=x\,g(x)$, where $g(0)=f'(0)$. On the branch $\theta=paq$, so
$$x(q)\,g(x(q))=2\cos(paq)-2=-4\sin^2(paq/2).$$
For positive masses $g(0)\neq0$. Since $x(q)\to0$, the factor $g(x(q))$ is non-zero for small $q$, and
$$\frac{x(q)}{q^2}=\frac{-4\,\bigl(\sin(paq/2)/q\bigr)^2}{g(x(q))}\longrightarrow\frac{-p^2a^2}{-(p/K)\sum_j m_j}=\frac{Ka^2}{\bar m}.$$

In the theorem, `𝓝[≠] 0` means $q\to0$ with $q\ne0$, and `hmode` requires a Bloch mode for all sufficiently small such $q$. Mathlib's `dslope` is $g$, including its value at zero; `hg` is its limit along the branch, and `hlim` combines it with the limit of the sine quotient.

```lean
/-- Long-wave sound speed: along a branch of Bloch modes whose squared frequency `x q` vanishes
as `q → 0`, the ratio `x q / q ^ 2` tends to `K a ^ 2` over the mean mass, for every order of
the masses in the cell. -/
theorem sound_speed_mean_mass {p : ℕ} (hK : 0 < K) (hp : 0 < p) (hm : ∀ n < p, 0 < m n)
    (a : ℝ) (x : ℝ → ℝ) (hx : Tendsto x (𝓝[≠] 0) (𝓝 0))
    (hmode : ∀ᶠ q in 𝓝[≠] (0 : ℝ), ∃ u, IsBlochMode K m p (p * a * q) (x q) u) :
    Tendsto (fun q => x q / q ^ 2) (𝓝[≠] 0) (𝓝 (K * a ^ 2 / meanMass m p)) := by
  have hP : (0 : ℝ) < p := by exact_mod_cast hp
  have hM : 0 < ∑ j ∈ Finset.range p, m j :=
    Finset.sum_pos (fun j hj => hm j (Finset.mem_range.1 hj)) ⟨0, Finset.mem_range.2 hp⟩
  obtain ⟨f, hf⟩ : ∃ f : ℝ → ℝ, f = fun y => (cellMatrix K m y p).trace := ⟨_, rfl⟩
  have f0 : f 0 = 2 := by rw [hf]; exact (trace_value_and_slope K m p).1
  have hd : HasDerivAt f (-(p * ∑ j ∈ Finset.range p, m j) / K) 0 := by
    rw [hf]; exact (trace_value_and_slope K m p).2
  have hne : -(p * ∑ j ∈ Finset.range p, m j) / K ≠ 0 :=
    div_ne_zero (neg_ne_zero.2 (mul_pos hP hM).ne') hK.ne'
  -- the difference quotient of the trace along the branch
  have hg : Tendsto (fun q => dslope f 0 (x q)) (𝓝[≠] 0)
      (𝓝 (-(p * ∑ j ∈ Finset.range p, m j) / K)) := by
    have h := (continuousAt_dslope_same.2 hd.differentiableAt).tendsto
    rw [dslope_same, hd.deriv] at h
    exact h.comp hx
  have hs : HasDerivAt (fun q : ℝ => Real.sin (p * a / 2 * q)) (p * a / 2) 0 :=
    (((hasDerivAt_id' (0 : ℝ)).const_mul (p * a / 2)).sin).congr_deriv (by simp)
  have hlim := (((hasDerivAt_iff_tendsto_slope.1 hs).pow 2).const_mul (-4)).div hg hne
  have key : ∀ M P : ℝ, M ≠ 0 → P ≠ 0 →
      K * a ^ 2 / (M / P) = -4 * (P * a / 2) ^ 2 / (-(P * M) / K) := by
    intro M P h1 h2
    have h3 := hK.ne'
    field_simp
    ring
  rw [meanMass, key _ _ hM.ne' hP.ne']
  refine hlim.congr' ?_
  filter_upwards [hmode, self_mem_nhdsWithin, hg.eventually_ne hne] with q hu hq hgq
  obtain ⟨u, hu⟩ := hu
  have hq0 : q ≠ 0 := hq
  have f1 : f (x q) = 2 * Real.cos (p * a * q) := by
    rw [hf]; exact dispersion_relation hK.ne' hu
  have h1 := sub_smul_dslope f 0 (x q)
  rw [f1, f0, sub_zero, smul_eq_mul] at h1
  have h2 : Real.cos (p * a * q) = 1 - 2 * Real.sin (p * a / 2 * q) ^ 2 := by
    rw [show (p : ℝ) * a * q = 2 * (p * a / 2 * q) by ring, Real.cos_two_mul]
    linear_combination 2 * Real.sin_sq_add_cos_sq (p * a / 2 * q)
  have h3 : slope (fun q : ℝ => Real.sin (p * a / 2 * q)) 0 q
      = Real.sin (p * a / 2 * q) / q := by
    simp [slope_def_field]
  change -4 * (slope (fun q : ℝ => Real.sin (p * a / 2 * q)) 0 q) ^ 2 / dslope f 0 (x q) = _
  rw [h3, div_eq_div_iff hgq (pow_ne_zero 2 hq0), div_pow]
  have h4 := div_mul_cancel₀ (Real.sin (p * a / 2 * q) ^ 2) (pow_ne_zero 2 hq0)
  linear_combination -4 * h4 - h1 - 2 * h2
```

For this harmonic chain with equal springs, replacing every isotope by the average mass, as in a virtual-crystal calculation, therefore leaves the limiting sound speed unchanged.

Equal masses $\mu$ supply an explicit branch. With $u_n=e^{inaq}$, the second difference is $(2\cos(aq)-2)u_{n+1}$, so Newton's equation gives
$$x(q)=\frac{2K}{\mu}\bigl(1-\cos(aq)\bigr)\to0.$$

```lean
/-- In the chain of equal masses `μ`, plane waves are Bloch modes with squared frequency
`(2 K / μ) (1 - cos (a q))`, which vanishes as `q → 0`. -/
theorem sound_speed_witness (K μ a : ℝ) (hμ : μ ≠ 0) (p : ℕ) :
    (∀ q : ℝ, IsBlochMode K (fun _ => μ) p (p * a * q) (2 * K / μ * (1 - Real.cos (a * q)))
      (fun n => Complex.exp ((a * q : ℝ) * Complex.I) ^ n)) ∧
    Tendsto (fun q : ℝ => 2 * K / μ * (1 - Real.cos (a * q))) (𝓝[≠] 0) (𝓝 0) := by
  constructor
  · intro q
    rw [mul_assoc (p : ℝ) a q]
    generalize a * q = φ
    have e : Complex.exp (((p * φ : ℝ) : ℂ) * Complex.I) = Complex.exp (φ * Complex.I) ^ p := by
      rw [← Complex.exp_nat_mul]; congr 1; push_cast; ring
    have r : μ * (2 * K / μ * (1 - Real.cos φ)) = 2 * K * (1 - Real.cos φ) := by field_simp
    refine ⟨?_, ?_, ?_, ?_⟩
    · intro n _
      rw [r]
      push_cast
      rw [Complex.cos]
      linear_combination (K : ℂ) * Complex.exp (φ * Complex.I) ^ n * exp_phase_mul φ
    · rw [e]; ring
    · rw [e]; ring
    · left; simp
  · have c : Continuous (fun q : ℝ => 2 * K / μ * (1 - Real.cos (a * q))) := by fun_prop
    have h := (c.tendsto 0).mono_left (nhdsWithin_le_nhds (s := {0}ᶜ))
    have z : 2 * K / μ * (1 - Real.cos (a * 0)) = 0 := by simp
    rw [z] at h
    exact h
```

## Two orderings of four masses

Take $K=1$ and the orders $1,1,2,2$ and $1,2,1,2$. Both have trace slope $-4\cdot6=-24$ at $x=0$ and mean mass $3/2$, so the limit on any such branch is $2a^2/3$. At $x=1$ the site matrices are
$$P=\begin{pmatrix}1&-1\\1&0\end{pmatrix}\ (m=1),\qquad Q=\begin{pmatrix}0&-1\\1&0\end{pmatrix}\ (m=2).$$
For the first order, $Q^2=-1$ and $\operatorname{tr}P^2=-1$, so $\operatorname{tr}(Q^2P^2)=1$. For the second,
$$QP=\begin{pmatrix}-1&0\\1&-1\end{pmatrix},\qquad \operatorname{tr}\bigl((QP)^2\bigr)=2.$$
Away from zero frequency, the order of the isotopes can change the trace, and with it the Bloch phase.

```lean
/-- At `K = 1` and squared frequency 1, the mass orders 1, 1, 2, 2 and 1, 2, 1, 2 give
cell matrices with traces 1 and 2. -/
theorem order_matters_at_finite_frequency :
    (cellMatrix 1 (fun n => if n < 2 then 1 else 2) 1 4).trace = 1 ∧
    (cellMatrix 1 (fun n => if n % 2 = 0 then 1 else 2) 1 4).trace = 2 := by
  constructor <;>
    norm_num [cellMatrix, siteMatrix, Matrix.trace_fin_two, Matrix.mul_apply, Fin.sum_univ_two]

end

end IsotopicChainSound
```

```lean
#print axioms IsotopicChainSound.sound_speed_mean_mass
-- 'IsotopicChainSound.sound_speed_mean_mass' depends on axioms: [propext, Classical.choice, Quot.sound]
#print axioms IsotopicChainSound.order_matters_at_finite_frequency
-- 'IsotopicChainSound.order_matters_at_finite_frequency' depends on axioms: [propext, Classical.choice, Quot.sound]
```
